# For Hermitian trace-one matrices, Tr ρ² ≤ 1 is equivalent to positivity only up to two levels

## A negative probability that passes the purity check

Suppose that a reconstructed qutrit matrix is Hermitian, has trace one and satisfies $\mathrm{Tr}\,\rho^2\le 1$. It may still not be a state. The matrix $\mathrm{diag}(2/3,\,2/3,\,-1/3)$ has trace $1$ and purity $4/9+4/9+1/9=1$, yet it assigns probability $-1/3$ to the third level.

For a qubit the same check is conclusive. In finite-dimensional state tomography, where linear inversion can return negative eigenvalues, the bounds below tell us when a purity value alone can certify that a Hermitian, trace-one estimate is a state.

## Purity bounds in dimension n

Let $\rho$ be a Hermitian $n\times n$ matrix with trace one, not assumed positive, and write $P=\mathrm{Tr}\,\rho^2$.

- If $\rho$ is positive semidefinite, then $P\le 1$.
- If $(n-1)P\le 1$, then $\rho$ is positive semidefinite. For $n\ge 2$ the constant $1$ on the right cannot be increased.
- The equivalence "$\rho$ is positive semidefinite iff $P\le 1$" holds for all such $\rho$ exactly when $n\le 2$.

## Derivation from the eigenvalues

Diagonalising gives real eigenvalues $\lambda_i$ with $\sum_i\lambda_i=1$ and $\sum_i\lambda_i^2=P$.

If all $\lambda_i\ge 0$, each is at most their sum, which is $1$. Hence $\lambda_i^2\le\lambda_i$, and summing gives $P\le 1$.

Conversely, assume $(n-1)P\le 1$ and single out one eigenvalue $\lambda_k$. The other $n-1$ sum to $1-\lambda_k$, so Cauchy–Schwarz gives
$$(1-\lambda_k)^2\le (n-1)(P-\lambda_k^2)\le 1-(n-1)\lambda_k^2 .$$
Expanding the left side leaves $n\lambda_k^2\le 2\lambda_k$, so $\lambda_k\ge 0$. For $n\le 2$ we have $(n-1)P\le P$, because $P\ge 0$, so $P\le 1$ suffices.

For sharpness, take $n\ge 2$ and $\varepsilon>0$. Give one level the population $-\varepsilon$ and each other level $(1+\varepsilon)/(n-1)$. The trace is one, and
$$(n-1)P=(n-1)\varepsilon^2+(1+\varepsilon)^2=1+2\varepsilon+n\varepsilon^2 .$$
This exceeds $1$ by as little as we like. For $n\ge 3$, the choice $\varepsilon=(n-2)/n$ makes the right side $n-1$, so $P=1$ although the matrix is not positive. At $n=3$ this is the qutrit above, up to the order of the levels.

## The smallest case and strict inequality

For $n=1$ the only candidate is the number $1$, which is positive and has purity one.

The same argument with $(n-1)P<1$ gives $n\lambda_k^2<2\lambda_k$, hence $\lambda_k>0$: such a state has full rank.

## The statement in Lean

The levels are labelled by a finite type `ι`, and $n$ is `Fintype.card ι`. `IsCandidate ρ` says that $\rho$ is Hermitian with trace one; `PosSemidef` supplies the missing condition for a density matrix. `purity` takes the real part of $\mathrm{Tr}\,\rho^2$, which loses nothing for Hermitian $\rho$. `populations d` is the diagonal matrix with real entries `d`, and `dipped k ε` is the family with one negative population.

The theorems concern exact matrices in finite dimension. They include neither statistical error nor the Bloch-vector parametrisation of a qubit.

```lean
import Mathlib

open Matrix
open scoped ComplexOrder

namespace PurityTestForPositivity

noncomputable section

variable {ι : Type*} [Fintype ι] [DecidableEq ι]

/-- A candidate state: a Hermitian matrix of trace one, not assumed positive. -/
def IsCandidate (ρ : Matrix ι ι ℂ) : Prop := ρ.IsHermitian ∧ ρ.trace = 1

/-- The purity `Tr ρ²`, taken as a real number through its real part. -/
def purity (ρ : Matrix ι ι ℂ) : ℝ := (ρ * ρ).trace.re

/-- The diagonal matrix with real populations `d`, which may be negative. -/
def populations (d : ι → ℝ) : Matrix ι ι ℂ := diagonal fun i => (d i : ℂ)

/-- Level `k` has population `-ε`; the other levels share the remainder `1 + ε` equally. -/
def dipped (k : ι) (ε : ℝ) : ι → ℝ :=
  fun i => if i = k then -ε else (1 + ε) / ((Fintype.card ι : ℝ) - 1)

/-- A diagonal matrix of real populations is Hermitian; its trace is the sum of the
populations and its purity is the sum of their squares. -/
theorem populations_spec (d : ι → ℝ) :
    (populations d).IsHermitian ∧ (populations d).trace = ((∑ i, d i : ℝ) : ℂ) ∧
      purity (populations d) = ∑ i, d i ^ 2 := by
  refine ⟨?_, ?_, ?_⟩
  · unfold populations Matrix.IsHermitian
    rw [Matrix.diagonal_conjTranspose]
    congr 1
    funext i
    simp
  · simp [populations, Matrix.trace_diagonal]
  · simp [purity, populations, Matrix.diagonal_mul_diagonal, Matrix.trace_diagonal, pow_two]

omit [Fintype ι] in
/-- A diagonal matrix is positive semidefinite exactly when no population is negative. -/
theorem populations_posSemidef_iff (d : ι → ℝ) :
    (populations d).PosSemidef ↔ ∀ i, 0 ≤ d i := by
  unfold populations
  rw [Matrix.posSemidef_diagonal_iff]
  simp [Complex.zero_le_real]

/-- The eigenvalues of a candidate state sum to one, and their squares sum to its purity. -/
theorem eigenvalue_sums {ρ : Matrix ι ι ℂ} (hρ : ρ.IsHermitian) (ht : ρ.trace = 1) :
    ∑ i, hρ.eigenvalues i = 1 ∧ purity ρ = ∑ i, hρ.eigenvalues i ^ 2 := by
  -- traces do not change under a unitary change of basis
  have key : ∀ U D : Matrix ι ι ℂ, star U * U = 1 → ρ = U * D * star U →
      ρ.trace = D.trace ∧ (ρ * ρ).trace = (D * D).trace := by
    intro U D hU e
    have inv : ∀ M : Matrix ι ι ℂ, (U * M * star U).trace = M.trace := by
      intro M
      rw [Matrix.trace_mul_comm, ← mul_assoc, hU, one_mul]
    have sq : ρ * ρ = U * (D * D) * star U := by
      calc ρ * ρ = (U * D * star U) * (U * D * star U) := by rw [← e]
        _ = U * D * (star U * U) * (D * star U) := by simp only [mul_assoc]
        _ = U * (D * D) * star U := by rw [hU, mul_one]; simp only [mul_assoc]
    exact ⟨(congrArg Matrix.trace e).trans (inv D), by rw [sq, inv]⟩
  have hs : ρ = (hρ.eigenvectorUnitary : Matrix ι ι ℂ) * populations hρ.eigenvalues *
      star (hρ.eigenvectorUnitary : Matrix ι ι ℂ) := by
    have h := hρ.spectral_theorem
    rw [Unitary.conjStarAlgAut_apply] at h
    exact h
  obtain ⟨h1, h2⟩ := key _ _
    (Matrix.mem_unitaryGroup_iff'.mp hρ.eigenvectorUnitary.2) hs
  obtain ⟨-, p1, p2⟩ := populations_spec hρ.eigenvalues
  constructor
  · have h3 : ((∑ i, hρ.eigenvalues i : ℝ) : ℂ) = 1 := p1.symm.trans (h1.symm.trans ht)
    exact Complex.ofReal_injective (h3.trans Complex.ofReal_one.symm)
  · exact (congrArg Complex.re h2).trans p2

/-- A positive semidefinite matrix of trace one has purity at most one. -/
theorem purity_le_one {ρ : Matrix ι ι ℂ} (hp : ρ.PosSemidef) (ht : ρ.trace = 1) :
    purity ρ ≤ 1 := by
  obtain ⟨h1, h2⟩ := eigenvalue_sums hp.isHermitian ht
  have h0 : ∀ i, 0 ≤ hp.isHermitian.eigenvalues i := fun i => hp.eigenvalues_nonneg i
  rw [h2, ← h1]
  refine Finset.sum_le_sum fun i _ => ?_
  have hi : hp.isHermitian.eigenvalues i ≤ 1 := by
    rw [← h1]
    exact Finset.single_le_sum (fun j _ => h0 j) (Finset.mem_univ i)
  nlinarith [h0 i]

/-- In dimension `n`, a candidate state with `(n - 1) Tr ρ² ≤ 1` is positive semidefinite. -/
theorem posSemidef_of_purity {ρ : Matrix ι ι ℂ} (hρ : IsCandidate ρ)
    (hp : ((Fintype.card ι : ℝ) - 1) * purity ρ ≤ 1) : ρ.PosSemidef := by
  obtain ⟨hH, ht⟩ := hρ
  obtain ⟨h1, h2⟩ := eigenvalue_sums hH ht
  refine hH.posSemidef_iff_eigenvalues_nonneg.mpr ?_
  intro k
  change 0 ≤ hH.eigenvalues k
  -- Cauchy-Schwarz for all eigenvalues except the k-th
  have cs := sq_sum_le_card_mul_sum_sq (s := Finset.univ.erase k) (f := hH.eigenvalues)
  have e1 := Finset.add_sum_erase Finset.univ hH.eigenvalues (Finset.mem_univ k)
  have e2 := Finset.add_sum_erase Finset.univ (fun i => hH.eigenvalues i ^ 2)
    (Finset.mem_univ k)
  have hc : ((Finset.univ.erase k).card : ℝ) = (Fintype.card ι : ℝ) - 1 := by
    have h := Finset.card_erase_add_one (Finset.mem_univ k)
    rw [Finset.card_univ] at h
    have h' : ((Finset.univ.erase k).card : ℝ) + 1 = (Fintype.card ι : ℝ) := by
      exact_mod_cast h
    linarith
  have s1 : ∑ i ∈ Finset.univ.erase k, hH.eigenvalues i = 1 - hH.eigenvalues k := by
    linarith
  have s2 : ∑ i ∈ Finset.univ.erase k, hH.eigenvalues i ^ 2
      = purity ρ - hH.eigenvalues k ^ 2 := by
    rw [h2]
    linarith
  rw [s1, s2, hc] at cs
  have hn : 0 ≤ (Fintype.card ι : ℝ) * hH.eigenvalues k ^ 2 := by positivity
  nlinarith

/-- With at least two levels and `ε > 0`, the dipped populations give a candidate state with `(n -
1) Tr ρ² = (n - 1) ε² + (1 + ε)²` that is not positive semidefinite. -/
theorem dipped_spec (hn : 2 ≤ Fintype.card ι) (k : ι) {ε : ℝ} (hε : 0 < ε) :
    IsCandidate (populations (dipped k ε)) ∧
    ((Fintype.card ι : ℝ) - 1) * purity (populations (dipped k ε))
      = ((Fintype.card ι : ℝ) - 1) * ε ^ 2 + (1 + ε) ^ 2 ∧
    ¬ (populations (dipped k ε)).PosSemidef := by
  have hn' : (2 : ℝ) ≤ Fintype.card ι := by exact_mod_cast hn
  have hne : (Fintype.card ι : ℝ) - 1 ≠ 0 := by linarith
  have sum2 : ∀ a b : ℝ, ∑ i : ι, (if i = k then a else b)
      = a + ((Fintype.card ι : ℝ) - 1) * b := by
    intro a b
    have h : ∀ i : ι, (if i = k then a else b) = b + (if i = k then a - b else 0) := by
      intro i
      split_ifs <;> ring
    rw [Finset.sum_congr rfl (fun i _ => h i), Finset.sum_add_distrib]
    simp only [Finset.sum_ite_eq', Finset.mem_univ, if_true, Finset.sum_const,
      Finset.card_univ, nsmul_eq_mul]
    ring
  obtain ⟨p0, p1, p2⟩ := populations_spec (dipped k ε)
  refine ⟨⟨p0, ?_⟩, ?_, ?_⟩
  · have h : ∑ i, dipped k ε i = 1 := by
      simp only [dipped]
      rw [sum2, mul_div_cancel₀ _ hne]
      ring
    rw [p1, h, Complex.ofReal_one]
  · rw [p2]
    simp only [dipped, ite_pow]
    rw [sum2]
    field_simp
  · intro h
    have hk := (populations_posSemidef_iff _).mp h k
    simp only [dipped, if_true] at hk
    linarith

/-- With at least two levels, the bound `(n - 1) Tr ρ² ≤ 1` is sharp: for any `δ > 0`, some
candidate state with `(n - 1) Tr ρ² ≤ 1 + δ` is not positive. -/
theorem purity_bound_sharp (hn : 2 ≤ Fintype.card ι) {δ : ℝ} (hδ : 0 < δ) :
    ∃ ρ : Matrix ι ι ℂ, IsCandidate ρ ∧
      ((Fintype.card ι : ℝ) - 1) * purity ρ ≤ 1 + δ ∧ ¬ ρ.PosSemidef := by
  obtain ⟨k⟩ : Nonempty ι := Fintype.card_pos_iff.mp (by omega)
  have hN : (0 : ℝ) < (Fintype.card ι : ℝ) + 2 := by positivity
  obtain ⟨ε, h0, h1, h2⟩ : ∃ ε : ℝ, 0 < ε ∧ ε ≤ 1 ∧
      ε * ((Fintype.card ι : ℝ) + 2) ≤ δ :=
    ⟨min 1 (δ / ((Fintype.card ι : ℝ) + 2)), lt_min one_pos (div_pos hδ hN),
      min_le_left _ _, (le_div_iff₀ hN).mp (min_le_right _ _)⟩
  obtain ⟨c, p, np⟩ := dipped_spec hn k h0
  refine ⟨_, c, ?_, np⟩
  rw [p]
  have h3 : (Fintype.card ι : ℝ) * ε ^ 2 ≤ (Fintype.card ι : ℝ) * ε :=
    mul_le_mul_of_nonneg_left (by nlinarith) (Nat.cast_nonneg _)
  nlinarith

/-- For Hermitian matrices of trace one, positivity is equivalent to `Tr ρ² ≤ 1`
exactly when the system has at most two levels. -/
theorem purity_test_iff_card_le_two :
    (∀ ρ : Matrix ι ι ℂ, IsCandidate ρ → (ρ.PosSemidef ↔ purity ρ ≤ 1)) ↔
      Fintype.card ι ≤ 2 := by
  constructor
  · intro H
    by_contra hcard
    have hn : 3 ≤ Fintype.card ι := by omega
    have hn' : (3 : ℝ) ≤ Fintype.card ι := by exact_mod_cast hn
    obtain ⟨k⟩ : Nonempty ι := Fintype.card_pos_iff.mp (by omega)
    have hpos : (0 : ℝ) < Fintype.card ι := by linarith
    have hne : (Fintype.card ι : ℝ) - 1 ≠ 0 := by linarith
    -- this dip has purity exactly one
    obtain ⟨c, p, np⟩ := dipped_spec (by omega) k
      (ε := ((Fintype.card ι : ℝ) - 2) / Fintype.card ι) (div_pos (by linarith) hpos)
    refine np ((H _ c).mpr (le_of_eq (mul_left_cancel₀ hne ?_)))
    rw [p]
    field_simp
    ring
  · intro hn ρ hρ
    refine ⟨fun h => purity_le_one h hρ.2, fun h => posSemidef_of_purity hρ ?_⟩
    have hn' : (Fintype.card ι : ℝ) ≤ 2 := by exact_mod_cast hn
    have h0 : 0 ≤ purity ρ := by
      rw [(eigenvalue_sums hρ.1 hρ.2).2]
      positivity
    nlinarith

/-- A Hermitian trace-one qubit matrix is positive semidefinite iff `Tr ρ² ≤ 1`. -/
theorem qubit_posSemidef_iff {ρ : Matrix (Fin 2) (Fin 2) ℂ} (hρ : IsCandidate ρ) :
    ρ.PosSemidef ↔ purity ρ ≤ 1 :=
  purity_test_iff_card_le_two.mpr (by simp) ρ hρ

/-- The qutrit matrix `diag(2/3, 2/3, -1/3)` is Hermitian with trace one and purity one,
but it is not positive semidefinite. -/
theorem qutrit_counterexample :
    IsCandidate (populations ![2/3, 2/3, -1/3]) ∧
    purity (populations ![2/3, 2/3, -1/3]) = 1 ∧
    ¬ (populations ![2/3, 2/3, -1/3]).PosSemidef := by
  obtain ⟨p0, p1, p2⟩ := populations_spec (![2/3, 2/3, -1/3] : Fin 3 → ℝ)
  refine ⟨⟨p0, ?_⟩, ?_, ?_⟩
  · have h : ∑ i, (![2/3, 2/3, -1/3] : Fin 3 → ℝ) i = 1 := by
      norm_num [Fin.sum_univ_succ]
    rw [p1, h, Complex.ofReal_one]
  · rw [p2]
    norm_num [Fin.sum_univ_succ]
  · intro h
    have third : ∀ a b c : ℝ, (∀ i, 0 ≤ (![a, b, c] : Fin 3 → ℝ) i) → 0 ≤ c :=
      fun _ _ _ H => H 2
    have h2 := third _ _ _ ((populations_posSemidef_iff _).mp h)
    norm_num at h2

end

end PurityTestForPositivity
```

```lean
#print axioms PurityTestForPositivity.purity_bound_sharp
#print axioms PurityTestForPositivity.purity_test_iff_card_le_two
#print axioms PurityTestForPositivity.qubit_posSemidef_iff
#print axioms PurityTestForPositivity.qutrit_counterexample
```

```
'PurityTestForPositivity.purity_bound_sharp' depends on axioms: [propext, Classical.choice, Quot.sound]
'PurityTestForPositivity.purity_test_iff_card_le_two' depends on axioms: [propext, Classical.choice, Quot.sound]
'PurityTestForPositivity.qubit_posSemidef_iff' depends on axioms: [propext, Classical.choice, Quot.sound]
'PurityTestForPositivity.qutrit_counterexample' depends on axioms: [propext, Classical.choice, Quot.sound]
```

## How the proof follows the derivation

`populations_spec` computes the trace and purity of a diagonal matrix, and `populations_posSemidef_iff` reads positivity off its entries. `eigenvalue_sums` carries the first computation over to any candidate: the spectral theorem writes $\rho=UDU^\dagger$, and cyclicity of the trace removes $U$ from both $\mathrm{Tr}\,\rho$ and $\mathrm{Tr}\,\rho^2$.

`purity_le_one` is the termwise estimate $\lambda_i^2\le\lambda_i$. In `posSemidef_of_purity`, `sq_sum_le_card_mul_sum_sq` is Cauchy–Schwarz on the index set with `k` erased. The equations `s1`, `s2` and `hc` rewrite its sums and cardinality as $1-\lambda_k$, $P-\lambda_k^2$ and $n-1$, and the final `nlinarith` deduces $\lambda_k\ge 0$.

`dipped_spec` evaluates the family of counterexamples. `purity_bound_sharp` then takes $\varepsilon=\min(1,\delta/(n+2))$, for which $2\varepsilon+n\varepsilon^2\le(n+2)\varepsilon\le\delta$.

In `purity_test_iff_card_le_two`, the forward direction assumes $n\ge 3$ and contradicts the equivalence with $\varepsilon=(n-2)/n$; the reverse direction combines the two purity bounds. `qubit_posSemidef_iff` is its case $n=2$, while `qutrit_counterexample` checks the explicit matrix directly.
